# One particle on a finite open chain, with one state per site and real, nonzero hopping between nearest neighbours only, has no degenerate levels

A single particle moves on a finite open chain with one state per site. Its Hamiltonian is a real symmetric matrix `H`, in which each site is linked to the next with nonzero amplitude and to none further away; the on-site energies are arbitrary. The theorem `levels_distinct` says that the eigenvalues of `H`, listed with multiplicity, are pairwise distinct, so that no level is degenerate. The proof supposes that two different members of an orthonormal eigenbasis share an eigenvalue. An earlier lemma then makes one a multiple of the other, which is to be contradicted by their being orthogonal unit vectors.

An attempt in Lean 4 with a fault in it:

```lean
import Mathlib

open Matrix

namespace LevelsDistinct

noncomputable section

/-- Each site of the chain couples to the next one with nonzero amplitude and to no site
further up. A symmetric matrix of this kind is tridiagonal with nonzero neighbouring entries. -/
structure IsLinkedChain {N : ℕ} (H : Matrix (Fin N) (Fin N) ℝ) : Prop where
  far : ∀ i j : Fin N, i.val + 1 < j.val → H i j = 0
  link : ∀ i j : Fin N, i.val + 1 = j.val → H i j ≠ 0

/-- A solution of the eigenvalue equation of a linked chain that vanishes on the first site
vanishes on all sites. -/
theorem eq_zero_of_first_eq_zero {N : ℕ} {H : Matrix (Fin N) (Fin N) ℝ}
    (hH : IsLinkedChain H) {E : ℝ} {v : Fin N → ℝ} (hv : H *ᵥ v = E • v)
    (h0 : ∀ i : Fin N, i.val = 0 → v i = 0) : v = 0 := by
  have key : ∀ n : ℕ, ∀ i : Fin N, i.val = n → v i = 0 := by
    intro n
    induction n using Nat.strong_induction_on with
    | _ n ih =>
      intro i hi
      rcases n with _ | n
      · exact h0 i hi
      · obtain ⟨r, hr⟩ : ∃ r : Fin N, r.val = n :=
          ⟨⟨n, by have := i.isLt; omega⟩, rfl⟩
        have hrow := congrFun hv r
        -- row n contains only one amplitude not yet known to vanish
        have hsum : (H *ᵥ v) r = H r i * v i := by
          show ∑ j, H r j * v j = _
          refine Finset.sum_eq_single i (fun j _ hj => ?_)
            (fun h => absurd (Finset.mem_univ i) h)
          have hne : j.val ≠ i.val := fun h => hj (Fin.ext h)
          rcases lt_or_gt_of_ne hne with h | h
          · rw [ih j.val (by omega) j rfl, mul_zero]
          · rw [hH.far r j (by omega), zero_mul]
        rw [hsum, Pi.smul_apply, ih n (by omega) r hr, smul_zero] at hrow
        exact (mul_eq_zero.mp hrow).resolve_left (hH.link r i (by omega))
  exact funext fun i => key i.val i rfl

/-- Any solution of the eigenvalue equation of a linked chain is a multiple of any given
eigenvector with the same eigenvalue. -/
theorem eigenvectors_proportional {N : ℕ} {H : Matrix (Fin N) (Fin N) ℝ}
    (hH : IsLinkedChain H) {E : ℝ} {u v : Fin N → ℝ} (hu : H *ᵥ u = E • u)
    (hv : H *ᵥ v = E • v) (hu0 : u ≠ 0) : ∃ c : ℝ, v = c • u := by
  obtain ⟨i, hi, hui⟩ : ∃ i : Fin N, i.val = 0 ∧ u i ≠ 0 := by
    by_contra h
    exact hu0 (eq_zero_of_first_eq_zero hH hu
      fun i hi => by_contra fun hne => h ⟨i, hi, hne⟩)
  -- remove the first amplitude of v by subtracting a multiple of u
  refine ⟨v i / u i, sub_eq_zero.mp (eq_zero_of_first_eq_zero hH (E := E) ?_ ?_)⟩
  · rw [Matrix.mulVec_sub, Matrix.mulVec_smul, hu, hv]
    module
  · intro j hj
    obtain rfl : j = i := Fin.ext (hj.trans hi.symm)
    simp [hui]

/-- The levels of a symmetric linked chain are pairwise distinct. -/
theorem levels_distinct {N : ℕ} {H : Matrix (Fin N) (Fin N) ℝ}
    (hS : H.IsHermitian) (hH : IsLinkedChain H) : Function.Injective hS.eigenvalues := by
  intro i j hij
  by_contra hne
  have ho := hS.eigenvectorBasis.orthonormal
  have hi := hS.mulVec_eigenvectorBasis i
  have hj := hS.mulVec_eigenvectorBasis j
  rw [← hij] at hj
  obtain ⟨c, hc⟩ := eigenvectors_proportional hH hi hj
    (fun h => ho.ne_zero i (by ext a; exact congrFun h a))
  have e : hS.eigenvectorBasis j = c • hS.eigenvectorBasis i := by
    ext a
    exact congrFun hc a
  -- proportional and orthogonal unit vectors cannot coexist
  have o := ho.2 hne
  rw [e, inner_smul_right, real_inner_self_eq_norm_sq, ho.1 i] at o
  have c0 : c = 0 := by simpa using o
  exact ho.ne_zero j (by rw [e, c0, zero_smul])

end

end LevelsDistinct
```

Messages:

```
Main.lean:76:6: error: Tactic `rewrite` failed: Did not find an occurrence of the pattern
  hS.eigenvectorBasis j
in the target expression
  (fun i j => inner ℝ (hS.eigenvectorBasis i) (hS.eigenvectorBasis j) = 0) i j

N : ℕ
H : Matrix (Fin N) (Fin N) ℝ
hS : H.IsHermitian
hH : IsLinkedChain H
i j : Fin N
hij : hS.eigenvalues i = hS.eigenvalues j
hne : ¬i = j
ho : Orthonormal ℝ ⇑hS.eigenvectorBasis
hi : H *ᵥ (hS.eigenvectorBasis i).ofLp = hS.eigenvalues i • (hS.eigenvectorBasis i).ofLp
hj : H *ᵥ (hS.eigenvectorBasis j).ofLp = hS.eigenvalues i • (hS.eigenvectorBasis j).ofLp
c : ℝ
hc : (hS.eigenvectorBasis j).ofLp = c • (hS.eigenvectorBasis i).ofLp
e : hS.eigenvectorBasis j = c • hS.eigenvectorBasis i
o : (fun i j => inner ℝ (hS.eigenvectorBasis i) (hS.eigenvectorBasis j) = 0) i j
⊢ False
```

What went wrong. The orthogonality fact is present, but in a form that `rw` cannot use. `ho.2` says that a relation, written as a function of two indices, holds for every pair of different indices. Applied to `hne`, it gives `o` the type `(fun i j => inner ℝ … = 0) i j`, a function still waiting to be evaluated at `i` and `j`.

Inside that function the letters `i` and `j` are its own bound variables, not the indices of the proof, although they are printed alike. The vector `hS.eigenvectorBasis j`, with the proof's `j`, therefore occurs nowhere in the expression, and `rw [e]`, which does not evaluate the function before searching, finds nothing to replace.

The repair states the type of `o` outright, as the inner product of the two actual basis vectors being zero. Lean accepts `ho.2 hne` as a proof of this, since the two forms agree once the function is evaluated. The vector now stands in plain view, and the rewrite with `e` goes through.

Lean accepts the file once it reads:

```diff
@@ -73,5 +73,5 @@
     exact congrFun hc a
   -- proportional and orthogonal unit vectors cannot coexist
-  have o := ho.2 hne
+  have o : inner ℝ (hS.eigenvectorBasis i) (hS.eigenvectorBasis j) = 0 := ho.2 hne
   rw [e, inner_smul_right, real_inner_self_eq_norm_sq, ho.1 i] at o
   have c0 : c = 0 := by simpa using o
```
